# Periodically driven Preisach relays repeat once both field extremes have been visited, with a polarisation swing independent of the initial state

A domain-based simulation of a ferroelectric hysteresis loop starts from some chosen domain configuration, while that of the real sample is often unknown. A common step is to run a preconditioning cycle of a periodic field, discard it, and record the next one as the loop. For a Preisach model, in which the ferroelectric is a collection of independent two-state relays, one discarded cycle is enough: from then on the loop repeats exactly, although its vertical position can still depend on the starting configuration.

## Repetition of the states and the height of the loop

Relay $i$ has a weight $w_i$, a lower threshold $a_i$ and an upper threshold $b_i$, with $a_i<b_i$. It stands for a region that switches as a whole. The thresholds are the fields at which one of its two polarisation states loses stability, and they are postulated here, not derived from a microscopic energy. The relay goes up (polarity $+1$) at any field $\ge b_i$, goes down (polarity $-1$) at any field $\le a_i$, and otherwise keeps its state.

The fields $u_0,u_1,u_2,\dots$ are applied in turn to an initial state $\sigma$. Write $s_i(n)=\pm1$ for the polarity of relay $i$ after $u_n$ has been applied, and $P_n=\sum_i w_i s_i(n)$ for the polarisation. Suppose that $H_2\le u_k\le H_1$ for all $k$, and that $u_{m_1}=H_1$ and $u_{m_2}=H_2$ for some times $m_1$ and $m_2$.

**Repetition.** If $u_{k+T}=u_k$ for all $k$, then $s_i(n+T)=s_i(n)$ for every relay and every $n\ge\max(m_1,m_2)$.

**Swing.** If $u_p=H_1$ with $m_2\le p$, and $u_q=H_2$ with $m_1\le q$, then

$$P_p-P_q \;=\; 2\sum_{i:\;H_2\le a_i,\;b_i\le H_1} w_i .$$

The swing formula needs no periodicity, and its right-hand side does not contain $\sigma$. If all weights are non-negative, as for regions that polarise along the field, the swing is also the full height of the repeating loop, from its smallest to its largest polarisation.

## Discarding one cycle and checking the loop height

With a period of $T\ge1$ samples, both extremes occur among the samples $0,\dots,T-1$, so one discarded period is always enough. If the relay states in a code of this kind still differ from one later cycle to the next, either the field samples are not repeating or the update rule is wrong.

The swing formula gives an independent check. The right-hand side can be computed from the stored thresholds and weights without running any history, and then compared with the simulated loop. $H_1$ and $H_2$ must be the largest and smallest fields actually applied. If the time grid misses the peak of a sine wave, the nominal amplitude is the wrong number to insert.

The absolute polarisation is a different matter. Relays with $a_i<H_2$ and $b_i>H_1$ never switch, and they shift the loop vertically by an amount that depends on the initial state. Two runs from different initial states can therefore disagree in $P$ and still agree in the swing.

For ferroelectric device simulation, the result bears on minor and major loops of non-interacting relays with fixed thresholds and instantaneous switching.

## Four kinds of relay

**A switching field erases memory.** If $u_m\ge b_i$, relay $i$ is up at time $m$. If $u_m\le a_i$, then $u_m<b_i$ as well, so only the downward rule applies and the relay is down. In both cases $s_i(m)$ is fixed by $u_m$ alone. Let $v$ be a second history with $v_{k+j}=u_{m+j}$ for all $j\ge0$, started from any initial state. The two relay states agree at $j=0$. If they agree at $j$, the same field is next applied to the same state, so they agree at $j+1$.

**Repetition.** Take $n\ge m_1,m_2$ and a relay $i$.

- If $b_i\le H_1$, the field at $m_1$ switches the relay up. The fields from $m_1+T$ onwards equal those from $m_1$ onwards, so memory erasure gives $s_i(m_1+T+j)=s_i(m_1+j)$. Setting $j=n-m_1$ gives $s_i(n+T)=s_i(n)$.
- If $b_i>H_1$ but $H_2\le a_i$, the same argument runs from $m_2$, where the relay is switched down.
- If neither holds, then $a_i<H_2\le u_k\le H_1<b_i$ for all $k$. The relay never switches and keeps its initial state.

**Swing.** Relay $i$ contributes $w_i\,[s_i(p)-s_i(q)]$ to $P_p-P_q$.

- Both thresholds in reach ($H_2\le a_i$, $b_i\le H_1$): the relay is up at $p$ and down at $q$, which gives $w_i(1-(-1))=2w_i$.
- Only the lower one in reach: the field $H_2$ at $m_2\le p$ puts the relay down, and no field ever reaches $b_i$, so it is still down at $p$. It is also down at $q$. The contribution is $0$.
- Only the upper one in reach: the field $H_1$ at $m_1\le q$ puts the relay up, and no field ever comes down to $a_i$, so it is still up at $q$. It is also up at $p$. The contribution is $0$.
- Neither in reach: the relay is frozen, and the contribution is $0$.

Summing over the relays gives the formula.

**Intermediate samples.** Let a monotone sweep go from $h_0$ to $h_1$ with a stop at $h$ in between, and take the sweep to be rising. If the stop switches a relay up, then $b_i\le h\le h_1$, and the end of the sweep would have done so anyway. If the stop meets the downward condition, then $h_0\le h\le a_i$, and the relay was already down. The falling sweep is the mirror image. The state at the end of a sweep therefore does not depend on the stop, and the argument can be repeated for any finite number of stops.

**When one extreme comes too late.** Take one relay with $w=1$, $a=0$, $b=2$, initially up, and apply the fields $1,-1,1,-1,\dots$, so that $H_1=1$ and $H_2=-1$. At time $0$ the field lies between the thresholds and the relay stays up, so $P_0=1$. At time $1$ it goes down, so $P_1=-1$. The first leg changes the polarisation by $2$, while the formula gives $0$ because $b>H_1$. The only hypothesis that fails is that $H_2$ has been visited by time $p=0$. Repetition fails at the same place: the relay is up at time $0$ and down one period later, at time $2$.

## The Lean file

```lean
import Mathlib

open Finset

namespace PreisachRelays

noncomputable section

/-- A family of hysteretic relays with weights `w`, lower thresholds `a` and upper
thresholds `b`, where `a i < b i` for each relay. -/
structure Relays (ι : Type*) where
  w : ι → ℝ
  a : ι → ℝ
  b : ι → ℝ
  lt : ∀ i, a i < b i

/-- The polarity of a relay: `+1` when it is up (`true`) and `-1` when it is down (`false`). -/
def spin : Bool → ℝ
  | true => 1
  | false => -1

variable {ι : Type*}

/-- Applying the field `h`: a relay goes up if `h ≥ b i`, down if `h ≤ a i`, and otherwise
keeps its state. -/
def Relays.step (R : Relays ι) (h : ℝ) (σ : ι → Bool) : ι → Bool :=
  fun i => if R.b i ≤ h then true else if h ≤ R.a i then false else σ i

/-- The relay states at time `n`, when the fields `u 0, ..., u n` have been applied in turn
to the initial state `σ`. -/
def Relays.state (R : Relays ι) (u : ℕ → ℝ) (σ : ι → Bool) : ℕ → ι → Bool
  | 0 => R.step (u 0) σ
  | n + 1 => R.step (u (n + 1)) (Relays.state R u σ n)

/-- The polarisation: the weighted sum of the relay polarities. -/
def Relays.polarisation [Fintype ι] (R : Relays ι) (σ : ι → Bool) : ℝ :=
  ∑ i, R.w i * spin (σ i)

/-- On a monotone sweep from `h₀` to `h₁`, stopping at an intermediate field `h` does not
change the final state. -/
theorem sweep_intermediate (R : Relays ι) (σ : ι → Bool) {h₀ h h₁ : ℝ}
    (hh : (h₀ ≤ h ∧ h ≤ h₁) ∨ (h₁ ≤ h ∧ h ≤ h₀)) :
    R.step h₁ (R.step h (R.step h₀ σ)) = R.step h₁ (R.step h₀ σ) := by
  funext i
  have hab := R.lt i
  simp only [Relays.step]
  rcases hh with ⟨h1, h2⟩ | ⟨h1, h2⟩ <;> split_ifs <;>
    first | rfl | (exfalso; linarith)

/-- A relay is up whenever the present field is at or above its upper threshold. -/
theorem state_up (R : Relays ι) (u : ℕ → ℝ) (σ : ι → Bool) {i : ι} {n : ℕ}
    (h : R.b i ≤ u n) : R.state u σ n i = true := by
  cases n <;> simp only [Relays.state, Relays.step, if_pos h]

/-- A relay is down whenever the present field is at or below its lower threshold. -/
theorem state_down (R : Relays ι) (u : ℕ → ℝ) (σ : ι → Bool) {i : ι} {n : ℕ}
    (h : u n ≤ R.a i) : R.state u σ n i = false := by
  have h' : ¬ R.b i ≤ u n := not_le_of_gt (lt_of_le_of_lt h (R.lt i))
  cases n <;> simp only [Relays.state, Relays.step, if_neg h', if_pos h]

/-- Erasure of memory: once a field has switched a relay, its later states depend only on
the fields from that moment on, not on the initial state or the earlier fields. -/
theorem memory_erased (R : Relays ι) {u v : ℕ → ℝ} (σ τ : ι → Bool) {i : ι} {m k : ℕ}
    (hm : R.b i ≤ u m ∨ u m ≤ R.a i) (huv : ∀ j, u (m + j) = v (k + j)) (j : ℕ) :
    R.state u σ (m + j) i = R.state v τ (k + j) i := by
  induction j with
  | zero =>
    have e : u m = v k := huv 0
    change R.state u σ m i = R.state v τ k i
    rcases hm with h | h
    · rw [state_up R u σ h, state_up R v τ (e ▸ h)]
    · rw [state_down R u σ h, state_down R v τ (e ▸ h)]
  | succ j ih =>
    have e : u (m + j + 1) = v (k + j + 1) := huv (j + 1)
    change R.step (u (m + j + 1)) (R.state u σ (m + j)) i =
      R.step (v (k + j + 1)) (R.state v τ (k + j)) i
    simp only [Relays.step, e, ih]

/-- A relay keeps its initial state if the field is, at every time, strictly between its thresholds.
-/
theorem state_frozen (R : Relays ι) {u : ℕ → ℝ} (σ : ι → Bool) {i : ι}
    (h : ∀ n, R.a i < u n ∧ u n < R.b i) (n : ℕ) : R.state u σ n i = σ i := by
  induction n with
  | zero =>
    simp only [Relays.state, Relays.step, if_neg (not_le_of_gt (h 0).1),
      if_neg (not_le_of_gt (h 0).2)]
  | succ n ih =>
    simp only [Relays.state, Relays.step, if_neg (not_le_of_gt (h (n + 1)).1),
      if_neg (not_le_of_gt (h (n + 1)).2), ih]

/-- A relay that has been switched at time `m` by one threshold keeps that state if the field
never reaches the other threshold. -/
theorem state_locked (R : Relays ι) {u : ℕ → ℝ} (σ : ι → Bool) {i : ι} {m n : ℕ}
    (hmn : m ≤ n) :
    (R.b i ≤ u m → (∀ k, R.a i < u k) → R.state u σ n i = true) ∧
    (u m ≤ R.a i → (∀ k, u k < R.b i) → R.state u σ n i = false) := by
  induction n, hmn using Nat.le_induction with
  | base => exact ⟨fun h _ => state_up R u σ h, fun h _ => state_down R u σ h⟩
  | succ n _ ih =>
    constructor
    · intro h hk
      simp only [Relays.state, Relays.step, if_neg (not_le_of_gt (hk (n + 1))),
        ih.1 h hk, ite_self]
    · intro h hk
      simp only [Relays.state, Relays.step, if_neg (not_le_of_gt (hk (n + 1))),
        ih.2 h hk, ite_self]

/-- Closure of the loop: under a field of period `T` that stays between `H2` and `H1`, all relay
states repeat with period `T` from the moment both extremes have been visited. -/
theorem loop_closes (R : Relays ι) {u : ℕ → ℝ} (σ : ι → Bool) {H1 H2 : ℝ} {T m₁ m₂ n : ℕ}
    (hu : ∀ k, H2 ≤ u k ∧ u k ≤ H1) (hT : ∀ k, u (k + T) = u k)
    (h₁ : u m₁ = H1) (h₂ : u m₂ = H2) (hn₁ : m₁ ≤ n) (hn₂ : m₂ ≤ n) :
    R.state u σ (n + T) = R.state u σ n := by
  funext i
  -- a switching event at time `m` recurs at time `m + T`
  have key : ∀ m, m ≤ n → (R.b i ≤ u m ∨ u m ≤ R.a i) →
      R.state u σ (n + T) i = R.state u σ n i := by
    intro m hmn hm
    obtain ⟨j, rfl⟩ := Nat.exists_eq_add_of_le hmn
    have e := memory_erased R (v := u) σ σ (k := m + T) hm
      (fun j => by rw [add_right_comm m T j, hT]) j
    rw [add_right_comm m j T]
    exact e.symm
  by_cases hb : R.b i ≤ H1
  · exact key m₁ hn₁ (Or.inl (by rw [h₁]; exact hb))
  by_cases ha : H2 ≤ R.a i
  · exact key m₂ hn₂ (Or.inr (by rw [h₂]; exact ha))
  have hf : ∀ k, R.a i < u k ∧ u k < R.b i := fun k =>
    ⟨lt_of_lt_of_le (not_le.mp ha) (hu k).1, lt_of_le_of_lt (hu k).2 (not_le.mp hb)⟩
  rw [state_frozen R σ hf, state_frozen R σ hf]

/-- Polarisation swing: for a field that stays between `H2` and `H1`, the polarisation at `H1`
(time `p`, with `H2` visited before) minus that at `H2` (time `q`, with `H1` visited before) is
twice the total weight of the relays with `H2 ≤ a i` and `b i ≤ H1`, for any initial state. -/
theorem polarisation_swing [Fintype ι] (R : Relays ι) {u : ℕ → ℝ} (σ : ι → Bool)
    {H1 H2 : ℝ} {m₁ m₂ p q : ℕ} (hu : ∀ k, H2 ≤ u k ∧ u k ≤ H1)
    (h₁ : u m₁ = H1) (h₂ : u m₂ = H2) (hp : u p = H1) (hq : u q = H2)
    (hmp : m₂ ≤ p) (hmq : m₁ ≤ q) :
    R.polarisation (R.state u σ p) - R.polarisation (R.state u σ q) =
      2 * ∑ i ∈ univ.filter (fun i => H2 ≤ R.a i ∧ R.b i ≤ H1), R.w i := by
  unfold Relays.polarisation
  rw [← Finset.sum_sub_distrib, Finset.sum_filter, Finset.mul_sum]
  refine Finset.sum_congr rfl fun i _ => ?_
  by_cases ha : H2 ≤ R.a i <;> by_cases hb : R.b i ≤ H1
  · -- both thresholds in reach: the relay flips
    rw [state_up R u σ (hp ▸ hb), state_down R u σ (hq ▸ ha), if_pos ⟨ha, hb⟩]
    simp only [spin]
    ring
  · -- only the lower threshold in reach: locked down
    have hk : ∀ k, u k < R.b i := fun k => lt_of_le_of_lt (hu k).2 (not_le.mp hb)
    rw [(state_locked R σ hmp).2 (h₂ ▸ ha) hk, state_down R u σ (hq ▸ ha),
      if_neg (fun h => hb h.2)]
    ring
  · -- only the upper threshold in reach: locked up
    have hk : ∀ k, R.a i < u k := fun k => lt_of_lt_of_le (not_le.mp ha) (hu k).1
    rw [(state_locked R σ hmq).1 (h₁ ▸ hb) hk, state_up R u σ (hp ▸ hb),
      if_neg (fun h => ha h.1)]
    ring
  · have hf : ∀ k, R.a i < u k ∧ u k < R.b i := fun k =>
      ⟨lt_of_lt_of_le (not_le.mp ha) (hu k).1, lt_of_le_of_lt (hu k).2 (not_le.mp hb)⟩
    rw [state_frozen R σ hf, state_frozen R σ hf, if_neg (fun h => ha h.1)]
    ring

/-- A single relay of weight `1` with thresholds `0` and `2`. -/
def singleRelay : Relays Unit := ⟨fun _ => 1, fun _ => 0, fun _ => 2, fun _ => by norm_num⟩

/-- On the first leg from `H1 = 1` to `H2 = -1` the single relay, initially up, changes the
polarisation by `2`, although it does not satisfy `H2 ≤ a` and `b ≤ H1`. -/
theorem first_leg_differs :
    singleRelay.polarisation (singleRelay.step 1 (fun _ => true)) -
      singleRelay.polarisation (singleRelay.step (-1) (singleRelay.step 1 (fun _ => true))) = 2 ∧
    ¬ ((-1 : ℝ) ≤ singleRelay.a () ∧ singleRelay.b () ≤ 1) := by
  constructor <;> norm_num [Relays.polarisation, Relays.step, singleRelay, spin]

end

end PreisachRelays
```

```lean
#print axioms PreisachRelays.sweep_intermediate
-- 'PreisachRelays.sweep_intermediate' depends on axioms: [propext, Classical.choice, Quot.sound]
#print axioms PreisachRelays.loop_closes
-- 'PreisachRelays.loop_closes' depends on axioms: [propext, Classical.choice, Quot.sound]
#print axioms PreisachRelays.polarisation_swing
-- 'PreisachRelays.polarisation_swing' depends on axioms: [propext, Classical.choice, Quot.sound]
#print axioms PreisachRelays.first_leg_differs
-- 'PreisachRelays.first_leg_differs' depends on axioms: [propext, Classical.choice, Quot.sound]
```

## What holds for every relay set, and what the field sequence must supply

**Objects.** `Relays ι` holds the weights and thresholds of relays labelled by `ι`, with $a_i<b_i$ as the field `lt`. The weights are arbitrary real numbers, with no normalisation or sign condition. A microscopic state is a function `ι → Bool`, and `spin` turns `true` and `false` into $+1$ and $-1$. `R.step h σ` applies one field. `R.state u σ n` is the state after `u 0` up to `u n` have been applied, so the first sample already acts on `σ`.

**Statements.** `loop_closes` says that the complete states at `n + T` and `n` are equal, which is stronger than equality of the polarisations, and it holds for infinitely many relays too. `polarisation_swing` assumes a finite family, because it sums over all relays. In both theorems `hu` confines the field to the range, while `h₁` and `h₂` say that the extremes are attained. The order of visits enters through `hn₁` and `hn₂` in the first theorem and through `hmp` and `hmq` in the second. `sweep_intermediate` treats one stop on a monotone sweep, and `first_leg_differs` records the polarisation change in the counter-example.

**Proofs.** `state_up` and `state_down` are the two switching rules at an arbitrary time. `memory_erased` is the induction on $j$ given above. In `loop_closes`, the auxiliary statement `key` applies it to the history and to the same history shifted by `T`; the two `by_cases` lines then sort the relays, and `state_frozen` handles those that never switch. `polarisation_swing` first merges the sums, so that a single identity per relay remains. Its four branches are the four cases of the derivation, with `state_locked` supplying the relays that have only one threshold in reach. In `sweep_intermediate`, `split_ifs` lists all combinations of threshold comparisons, and each one is either immediate or contradictory by `linarith`.

**Conditions on a code.** The theorems concern real numbers and a given field sequence. Comparisons of floating-point numbers are themselves exact, so stored relay states repeat if the field samples repeat bit for bit. A polarisation that is updated by increments may still drift from cycle to cycle through rounding, whereas one recomputed from the states by the same sum in the same order repeats with them.

In a coupled device simulation, the field on the ferroelectric depends on its own polarisation through the electrostatics. Periodicity of the applied voltage then does not by itself give periodicity of `u`, and the repetition theorem applies only where `u` is periodic.

**Physics left out of the model.** There is no reversible dielectric response, no dependence on sweep rate or temperature, no interaction between relays, and no change of thresholds through fatigue or wake-up. A drift seen in a measured loop may come from effects left out here, such as fatigue, wake-up or a slow change of temperature, and the theorems say nothing about its size.
